# An $n$-dimensional non-Hermitian model with residual norm $\varepsilon$ and energy error $\varepsilon^{1/n}$

The equation-of-motion coupled-cluster (EOM-CC) eigenvalue problem is represented here by an explicit finite complex matrix. An energy is any complex number that has a nonzero right eigenvector. The matrix is not computed from a molecular Hamiltonian and cluster amplitudes; it keeps only one feature of the EOM-CC matrix, its lack of Hermitian symmetry.

## Residuals as a convergence test

An iterative EOM-CC solver produces a trial energy $z$ and a trial vector $x$, and commonly tests the norm of the residual $Mx-zx$ against a threshold. For a Hermitian matrix and a normalised $x$, some eigenvalue lies within the residual norm of $z$. The finite model below shows that this estimate can fail badly for a non-Hermitian matrix, so a residual threshold is not by itself an energy threshold.

## The model

Let $n=m+1$, and number the basis vectors $e_0,\dots,e_m$ as Lean does. The comments in the file count from one, so their $e_1$ and $e_n$ are $e_0$ and $e_m$ here. The matrix $M$ acts by

$$Me_0=\varepsilon e_m,\qquad Me_k=e_{k-1}\quad(1\le k\le m).$$

The unit couplings form a one-way chain and set the energy unit. The real number $\varepsilon$ is a weak coupling that closes the chain into a loop. In components,

$$(Mv)_i=v_{i+1}\quad(0\le i<m),\qquad (Mv)_m=\varepsilon v_0 .$$

The trial pair is the energy $0$ with the unit vector $e_0$.

## What is claimed

For $n\ge2$ and $0<\varepsilon<1$, the trial pair has residual norm $\varepsilon$. Eigenvalues exist, and every one has modulus $\varepsilon^{1/n}>\varepsilon$. Since the trial energy is zero, this modulus is the energy error, whichever eigenvalue is taken as the target. With $\varepsilon=10^{-6}$, the error is $10^{-3}$ for $n=2$ and $10^{-1}$ for $n=6$.

In Lean:

- `loopMatrix m ε` is $M$, and `trial m` is $e_0$.
- `vecNorm` is the Euclidean norm. The conversion to `EuclideanSpace` matters because the default norm on functions is the maximum norm.
- `residualNorm A z x` is the Euclidean norm of $Ax-zx$.
- `IsEnergy A z` says that some $v\ne0$ satisfies $Av=zv$.

Energies may be complex. For $n=2$ they are the real numbers $\pm\sqrt\varepsilon$, but for $n\ge3$ some are not real, unlike the excitation energies usually sought.

## Derivation

**Residual.** Since $Me_0-0\,e_0=\varepsilon e_m$, the residual norm is $\varepsilon$.

**Eigenvalues.** If $Mv=zv$, the upper rows give $v_{i+1}=zv_i$, hence $v_i=z^iv_0$. A nonzero $v$ therefore has $v_0\ne0$. The last row gives

$$\varepsilon v_0=zv_m=z^{m+1}v_0,$$

so $z^n=\varepsilon$. Conversely, if $z^n=\varepsilon$, the vector $v_i=z^i$ satisfies every row and has $v_0=1$. Dividing it by $\big(\sum_{i=0}^m|z|^{2i}\big)^{1/2}$ gives a normalised eigenvector.

**Size of the error.** Taking moduli gives $|z|^n=\varepsilon$, so $|z|=\varepsilon^{1/n}$. If $|z|\le\varepsilon<1$ held, then $n\ge2$ would give $\varepsilon=|z|^n\le|z|^2\le\varepsilon^2<\varepsilon$, a contradiction.

**No large matrix elements.** For $|\varepsilon|\le1$,

$$\|Mv\|^2=\sum_{i=1}^m|v_i|^2+\varepsilon^2|v_0|^2\le\|v\|^2 .$$

**No linear error bound.** Fix $n\ge2$ and a constant $C$. Put $r=1/(|C|+2)$ and $\varepsilon=r^n$. Every eigenvalue has modulus $r$, while

$$C\varepsilon\le|C|r^n\le|C|r^2<r,$$

because $|C|r<1$. Thus no single $C$ bounds the error by $C$ times the residual for all $\varepsilon$ in $(0,1)$.

**Growth with dimension.** Fix $\varepsilon>0$ and $\delta<1$, and choose $N$ with $\delta^N<\varepsilon$. Let $m\ge N$. If an eigenvalue had $|z|\le\delta$, then $\delta\ge0$ and $\varepsilon=|z|^{m+1}\le\delta^{m+1}\le\delta^N<\varepsilon$, which is impossible. The error therefore exceeds $\delta$ in every such dimension, although the residual norm stays at $\varepsilon$. For $0<\varepsilon<1$ the error $\varepsilon^{1/n}$ grows towards $1$ as $n$ increases, and the name of the Lean theorem refers to this case. For $\varepsilon>1$ the theorem still holds, but the error falls towards $1$.

## The Lean file

```lean
import Mathlib

open Matrix

namespace EOMResidualThreshold

noncomputable section

/-- The model matrix in dimension `n = m + 1`, non-Hermitian when `n ≥ 2` and `ε ≠ 1`: ones just
above the diagonal and the coupling `ε` in the lower left corner. -/
def loopMatrix (m : ℕ) (ε : ℝ) : Matrix (Fin (m + 1)) (Fin (m + 1)) ℂ :=
  fun i j => if i = Fin.last m then (if j = 0 then (ε : ℂ) else 0)
    else (if (j : ℕ) = (i : ℕ) + 1 then 1 else 0)

/-- The Euclidean norm of a complex coefficient vector. -/
def vecNorm {n : ℕ} (x : Fin n → ℂ) : ℝ :=
  ‖(WithLp.toLp 2 x : EuclideanSpace ℂ (Fin n))‖

/-- The residual norm of a trial energy `z` and a trial vector `x`: the length of
`A x - z x`. -/
def residualNorm {n : ℕ} (A : Matrix (Fin n) (Fin n) ℂ) (z : ℂ) (x : Fin n → ℂ) : ℝ :=
  vecNorm (A *ᵥ x - z • x)

/-- `z` is an exact energy of `A`: it has a nonzero right eigenvector. -/
def IsEnergy {n : ℕ} (A : Matrix (Fin n) (Fin n) ℂ) (z : ℂ) : Prop :=
  ∃ v : Fin n → ℂ, v ≠ 0 ∧ A *ᵥ v = z • v

/-- The trial vector, which is the first basis vector `e_1`. -/
def trial (m : ℕ) : Fin (m + 1) → ℂ := Pi.single 0 1

/-- The last component of `M v` is `ε` times the first component of `v`. -/
theorem mulVec_last (m : ℕ) (ε : ℝ) (v : Fin (m + 1) → ℂ) :
    (loopMatrix m ε *ᵥ v) (Fin.last m) = ε * v 0 := by
  simp [loopMatrix, Matrix.mulVec, dotProduct]

/-- Every other component of `M v` is the next component of `v`. -/
theorem mulVec_castSucc (m : ℕ) (ε : ℝ) (v : Fin (m + 1) → ℂ) (i : Fin m) :
    (loopMatrix m ε *ᵥ v) i.castSucc = v i.succ := by
  change ∑ j, loopMatrix m ε i.castSucc j * v j = _
  have hi : i.castSucc ≠ Fin.last m := (Fin.castSucc_lt_last i).ne
  rw [Finset.sum_eq_single i.succ]
  · simp [loopMatrix, hi]
  · intro j _ hj
    have h : (j : ℕ) ≠ (i : ℕ) + 1 := fun h => hj (Fin.ext (by simpa using h))
    simp [loopMatrix, hi, h]
  · simp

/-- The matrix sends `e_1` to `ε e_n` and lowers every other basis vector by one step. -/
theorem mulVec_basis (m : ℕ) (ε : ℝ) :
    loopMatrix m ε *ᵥ trial m = (ε : ℂ) • Pi.single (Fin.last m) 1 ∧
    ∀ k : Fin m, loopMatrix m ε *ᵥ Pi.single k.succ 1 = Pi.single k.castSucc 1 := by
  constructor
  · ext i
    refine Fin.lastCases ?_ (fun i => ?_) i
    · rw [mulVec_last]
      simp [trial]
    · rw [mulVec_castSucc]
      simp [trial, Fin.succ_ne_zero, (Fin.castSucc_lt_last i).ne]
  · intro k
    ext i
    refine Fin.lastCases ?_ (fun i => ?_) i
    · rw [mulVec_last]
      simp [(Fin.succ_ne_zero k).symm, (Fin.castSucc_lt_last k).ne']
    · rw [mulVec_castSucc]
      simp [Pi.single_apply]

/-- A multiple `c` of a basis vector has length `|c|`. -/
theorem vecNorm_smul_single {n : ℕ} (c : ℂ) (k : Fin n) :
    vecNorm (c • (Pi.single k 1 : Fin n → ℂ)) = ‖c‖ := by
  have h : ∑ i, ‖(c • (Pi.single k 1 : Fin n → ℂ)) i‖ ^ 2 = ‖c‖ ^ 2 := by
    rw [Finset.sum_eq_single k]
    · simp
    · intro j _ hj
      simp [hj]
    · simp
  rw [vecNorm, EuclideanSpace.norm_eq]
  exact (congrArg Real.sqrt h).trans (Real.sqrt_sq (norm_nonneg c))

/-- For `ε ≥ 0` the trial energy `0` with trial vector `e_1` has residual norm `ε`. -/
theorem residual_trial (m : ℕ) {ε : ℝ} (hε : 0 ≤ ε) :
    residualNorm (loopMatrix m ε) 0 (trial m) = ε := by
  rw [residualNorm, zero_smul, sub_zero, (mulVec_basis m ε).1, vecNorm_smul_single,
    Complex.norm_real, Real.norm_of_nonneg hε]

/-- For `|ε| ≤ 1` the matrix never lengthens a vector. -/
theorem contraction (m : ℕ) {ε : ℝ} (hε : |ε| ≤ 1) (v : Fin (m + 1) → ℂ) :
    vecNorm (loopMatrix m ε *ᵥ v) ≤ vecNorm v := by
  rw [vecNorm, vecNorm, EuclideanSpace.norm_eq, EuclideanSpace.norm_eq]
  apply Real.sqrt_le_sqrt
  change ∑ i, ‖(loopMatrix m ε *ᵥ v) i‖ ^ 2 ≤ ∑ i, ‖v i‖ ^ 2
  rw [Fin.sum_univ_castSucc, Fin.sum_univ_succ (fun i => ‖v i‖ ^ 2), mulVec_last]
  simp only [mulVec_castSucc]
  -- only the component multiplied by `ε` changes its length
  have h : ‖(ε : ℂ) * v 0‖ ≤ ‖v 0‖ := by
    rw [norm_mul, Complex.norm_real, Real.norm_eq_abs]
    exact mul_le_of_le_one_left (norm_nonneg _) hε
  have h2 : ‖(ε : ℂ) * v 0‖ ^ 2 ≤ ‖v 0‖ ^ 2 := pow_le_pow_left₀ (norm_nonneg _) h 2
  linarith

/-- The exact energies are precisely the complex `n`-th roots of `ε`, with `n = m + 1`. -/
theorem isEnergy_iff (m : ℕ) (ε : ℝ) (z : ℂ) :
    IsEnergy (loopMatrix m ε) z ↔ z ^ (m + 1) = ε := by
  constructor
  · rintro ⟨v, hv, h⟩
    -- the upper rows fix all components in terms of the first
    have hrec : ∀ i : Fin (m + 1), v i = z ^ (i : ℕ) * v 0 := by
      intro i
      induction i using Fin.induction with
      | zero => simp
      | succ i ih =>
        have h1 := congrFun h i.castSucc
        rw [mulVec_castSucc, Pi.smul_apply, smul_eq_mul, ih] at h1
        rw [h1, Fin.val_succ, Fin.val_castSucc]
        ring
    have h0 : v 0 ≠ 0 := by
      intro h0
      apply hv
      ext i
      rw [hrec i, h0, mul_zero, Pi.zero_apply]
    -- the last row closes the loop
    have h2 := congrFun h (Fin.last m)
    rw [mulVec_last, Pi.smul_apply, smul_eq_mul, hrec (Fin.last m), Fin.val_last] at h2
    apply mul_right_cancel₀ h0
    rw [h2]
    ring
  · intro h
    refine ⟨fun i => z ^ (i : ℕ), fun h0 => ?_, ?_⟩
    · simpa using congrFun h0 0
    · ext i
      refine Fin.lastCases ?_ (fun i => ?_) i
      · rw [mulVec_last, ← h]
        simp [pow_succ']
      · rw [mulVec_castSucc]
        simp [pow_succ']

/-- For `ε ≥ 0` the modulus of every exact energy has `n`-th power `ε`, with `n = m + 1`. -/
theorem norm_pow_energy {m : ℕ} {ε : ℝ} (hε : 0 ≤ ε) {z : ℂ}
    (hz : IsEnergy (loopMatrix m ε) z) : ‖z‖ ^ (m + 1) = ε := by
  rw [← norm_pow, (isEnergy_iff m ε z).1 hz, Complex.norm_real, Real.norm_of_nonneg hε]

/-- In dimension `n = m + 1 ≥ 2` with `0 < ε < 1`, the normalised trial vector `e_1` with trial
energy `0` has residual norm `ε`, while exact energies exist and all have modulus `ε^(1/n)`,
which is larger than `ε`. -/
theorem small_residual_large_error {m : ℕ} (hm : 1 ≤ m) {ε : ℝ} (h0 : 0 < ε) (h1 : ε < 1) :
    vecNorm (trial m) = 1 ∧ residualNorm (loopMatrix m ε) 0 (trial m) = ε ∧
    (∃ z, IsEnergy (loopMatrix m ε) z) ∧
    ∀ z, IsEnergy (loopMatrix m ε) z → ‖z‖ = ε ^ (1 / ((m : ℝ) + 1)) ∧ ε < ‖z‖ := by
  refine ⟨?_, residual_trial m h0.le, ?_, fun z hz => ?_⟩
  · have h := vecNorm_smul_single (1 : ℂ) (0 : Fin (m + 1))
    rwa [one_smul, norm_one] at h
  · obtain ⟨z, hz⟩ := IsAlgClosed.exists_pow_nat_eq (ε : ℂ) (Nat.succ_pos m)
    exact ⟨z, (isEnergy_iff m ε z).2 hz⟩
  · have hp := norm_pow_energy h0.le hz
    constructor
    · have h := Real.pow_rpow_inv_natCast (norm_nonneg z) (show m + 1 ≠ 0 by omega)
      rw [hp] at h
      push_cast at h
      rw [one_div]
      exact h.symm
    · -- for `n ≥ 2`, the `n`-th root of a number strictly between 0 and 1 exceeds that number
      by_contra hcon
      have hle : ‖z‖ ≤ ε := not_lt.1 hcon
      have h2 : ‖z‖ ^ (m + 1) ≤ ‖z‖ ^ 2 :=
        pow_le_pow_of_le_one (norm_nonneg z) (hle.trans h1.le) (by omega)
      nlinarith [norm_nonneg z]

/-- In any fixed dimension `m + 1 ≥ 2` and for any constant `C`, some `ε` between `0` and `1`
gives a trial pair whose distance to every exact energy exceeds `C` times its residual norm. -/
theorem no_linear_bound {m : ℕ} (hm : 1 ≤ m) (C : ℝ) :
    ∃ ε : ℝ, 0 < ε ∧ ε < 1 ∧ ∀ z, IsEnergy (loopMatrix m ε) z →
      C * residualNorm (loopMatrix m ε) 0 (trial m) < ‖z - 0‖ := by
  have hC : 0 < |C| + 2 := by positivity
  obtain ⟨r, hr⟩ : ∃ r : ℝ, r = 1 / (|C| + 2) := ⟨_, rfl⟩
  have hr0 : 0 < r := by rw [hr]; positivity
  have hrC : r * (|C| + 2) = 1 := by rw [hr]; field_simp
  have hr1 : r < 1 := by nlinarith [mul_nonneg hr0.le (abs_nonneg C)]
  refine ⟨r ^ (m + 1), by positivity, pow_lt_one₀ hr0.le hr1 (by omega), fun z hz => ?_⟩
  have hp := norm_pow_energy (by positivity) hz
  have hz' : ‖z‖ = r := (pow_left_inj₀ (norm_nonneg z) hr0.le (by omega)).1 hp
  rw [residual_trial m (by positivity), sub_zero, hz']
  have h2 : r ^ (m + 1) ≤ r ^ 2 := pow_le_pow_of_le_one hr0.le hr1.le (by omega)
  calc C * r ^ (m + 1) ≤ |C| * r ^ (m + 1) :=
        mul_le_mul_of_nonneg_right (le_abs_self C) (by positivity)
    _ ≤ |C| * r ^ 2 := mul_le_mul_of_nonneg_left h2 (abs_nonneg C)
    _ < r := by nlinarith

/-- At a fixed residual norm `ε > 0`, the distance from the trial energy to every exact energy
exceeds any given `δ < 1` once the dimension is large enough. -/
theorem error_grows_with_dimension {ε δ : ℝ} (hε : 0 < ε) (hδ : δ < 1) :
    ∃ N : ℕ, ∀ m ≥ N, residualNorm (loopMatrix m ε) 0 (trial m) = ε ∧
      ∀ z, IsEnergy (loopMatrix m ε) z → δ < ‖z - 0‖ := by
  obtain ⟨N, hN⟩ := exists_pow_lt_of_lt_one hε hδ
  refine ⟨N, fun m hm => ⟨residual_trial m hε.le, fun z hz => ?_⟩⟩
  rw [sub_zero]
  by_contra hcon
  have hle : ‖z‖ ≤ δ := not_lt.1 hcon
  have h1 : ‖z‖ ^ (m + 1) ≤ δ ^ (m + 1) := pow_le_pow_left₀ (norm_nonneg z) hle _
  have h2 : δ ^ (m + 1) ≤ δ ^ N :=
    pow_le_pow_of_le_one ((norm_nonneg z).trans hle) hδ.le (by omega)
  linarith [norm_pow_energy hε.le hz]

end

end EOMResidualThreshold
```

```lean
#print axioms EOMResidualThreshold.contraction
#print axioms EOMResidualThreshold.small_residual_large_error
#print axioms EOMResidualThreshold.no_linear_bound
#print axioms EOMResidualThreshold.error_grows_with_dimension
```

```
'EOMResidualThreshold.contraction' depends on axioms: [propext, Classical.choice, Quot.sound]
'EOMResidualThreshold.small_residual_large_error' depends on axioms: [propext, Classical.choice, Quot.sound]
'EOMResidualThreshold.no_linear_bound' depends on axioms: [propext, Classical.choice, Quot.sound]
'EOMResidualThreshold.error_grows_with_dimension' depends on axioms: [propext, Classical.choice, Quot.sound]
```

## From matrix rows to the root law

`mulVec_last` and `mulVec_castSucc` are the two component formulas. `mulVec_basis` turns them into the action on basis vectors; `Fin.lastCases` separates the last row from the others. Together with `vecNorm_smul_single`, which computes the length of a multiple of a basis vector, this yields `residual_trial`.

The central lemma is `isEnergy_iff`. In its forward direction, `Fin.induction` proves $v_i=z^iv_0$ from the upper rows, and `mul_right_cancel₀` removes the nonzero factor $v_0$ from the last one. The reverse direction supplies the vector of powers and checks the rows. `norm_pow_energy` then takes moduli.

## From the root law to the error statements

`small_residual_large_error` collects the main claim, including the normalisation of the trial vector. Existence of an eigenvalue comes from `IsAlgClosed.exists_pow_nat_eq`, which provides a complex $n$-th root of $\varepsilon$. `Real.pow_rpow_inv_natCast` converts $|z|^n=\varepsilon$ into the formula with a real exponent, and the strict inequality follows by the contradiction above.

`contraction` splits off the last component of $Mv$ and the first component of $v$, so that the remaining sums agree and only the factor $\varepsilon$ needs an estimate. `no_linear_bound` uses the same $r$ as the derivation and identifies $|z|$ with $r$ by comparing $n$-th powers. `error_grows_with_dimension` obtains $N$ from `exists_pow_lt_of_lt_one` and closes the chain of inequalities with `linarith`.
